# The squared overlap of a state of N spins ½ with its time reverse, as a signed sum over Pauli strings

## Spins, Pauli strings and time reversal

Take N spins ½ in a pure state with amplitudes x(s), where s = (s_0, …, s_{N−1}) and each s_i is 0 or 1. The inner product is ⟨x,y⟩ = ∑_s x̄(s) y(s), with the bar for complex conjugation.

Let σ_0 be the 2×2 identity and σ_1, σ_2, σ_3 the Pauli matrices σ_x, σ_y, σ_z. A Pauli string P chooses one label P_i from {0, 1, 2, 3} for each spin and stands for the tensor product of the matrices σ_{P_i}. Its weight w(P) is the number of labels different from 0. Its correlation in the state is

C_P = ⟨x,Px⟩.

This is the plain expectation value: no product of single-spin averages is subtracted, and the identity string is included.

Time reversal conjugates the amplitudes and applies the real matrix ε = iσ_y to every spin:

(Tx)(s) = ∑_u E(s,u) x̄(u), with E(s,u) = ∏_i ε(s_i,u_i).

The nonzero entries of ε are ε(0,1) = 1 and ε(1,0) = −1. A different overall phase of T would leave |⟨x,Tx⟩| unchanged.

## The overlap in terms of correlations

How far does a state resemble its time reverse, given its spin correlations? Time reversal changes the sign of every spin component, so strings of even and odd weight behave differently. For every vector x,

|⟨x,Tx⟩|² = 2^(−N) ∑_P (−1)^w(P) C_P².

Let S_even and S_odd be the sums of C_P² over strings of even and odd weight. If N is odd, then ⟨x,Tx⟩ = 0 and S_even = S_odd. If x is a unit vector, then for any N

S_even = 2^N (1 + |⟨x,Tx⟩|²)/2,
S_odd = 2^N (1 − |⟨x,Tx⟩|²)/2.

For pure states of finitely many qubits, this expresses an overlap involving an antiunitary map through ordinary expectation values. The orthogonality at odd N also shows that Kramers partners are distinct states. If the Hamiltonian commutes with T, the time reverse of an energy eigenstate is an eigenstate with the same energy; that is a separate fact, and no Hamiltonian enters here.

## Derivation, one site at a time

**The single-site identity.** The four matrices σ_k satisfy Tr(σ_j σ_k) = 2δ_jk, so every 2×2 matrix M equals ½ ∑_k Tr(σ_k M) σ_k. Choosing M with a single entry 1 in row d, column c gives

∑_k σ_k(a,b) σ_k(c,d) = 2 δ_ad δ_bc.

Let η_0 = 1 and η_1 = η_2 = η_3 = −1. Reversing the sign of the three Pauli terms amounts to subtracting this sum from twice the identity term:

∑_k η_k σ_k(a,b) σ_k(c,d) = 2(δ_ab δ_cd − δ_ad δ_bc) = 2 ε(a,c) ε(b,d).

The last equality holds because both sides are antisymmetric in a, c and in b, d, and agree at a = b = 0, c = d = 1.

**Factorizing the sum.** Pauli strings are Hermitian, so C_P is real. Written out,

C_P = ∑_{s,t} x̄(s) x(t) ∏_i σ_{P_i}(s_i,t_i).

Use configurations u, v for the second factor of C_P². Since (−1)^w(P) = ∏_i η_{P_i}, the sum over strings becomes a product of site sums:

∑_P (−1)^w(P) C_P² = ∑_{s,t,u,v} x̄(s) x(t) x̄(u) x(v) ∏_i ∑_k η_k σ_k(s_i,t_i) σ_k(u_i,v_i).

By the single-site identity, the product over sites is 2^N E(s,u) E(t,v). The fourfold sum therefore splits:

2^N [∑_{s,u} x̄(s) E(s,u) x̄(u)] [∑_{t,v} x(t) E(t,v) x(v)].

The first bracket is ⟨x,Tx⟩. The second is its conjugate, because E is real. Dividing by 2^N gives the formula, and separating the signs gives

S_even − S_odd = 2^N |⟨x,Tx⟩|².

**Odd N.** Since ε is antisymmetric, E(u,s) = (−1)^N E(s,u). For odd N, exchanging the summation variables gives ⟨x,Tx⟩ = −⟨x,Tx⟩, so the overlap vanishes and S_even = S_odd.

**Unit vectors.** With all signs positive, the product over sites is 2^N δ_sv δ_tu. Hence

S_even + S_odd = 2^N ⟨x,x⟩² = 2^N.

Half the sum and half the difference of the two relations give the parity formulas.

## Two qubits with amplitudes 3/5 and 4/5

Let x = (3/5)|00⟩ + (4/5)|11⟩. Then Tx = (4/5)|00⟩ + (3/5)|11⟩, so ⟨x,Tx⟩ = 24/25.

The nonzero correlations are 1 for II and ZZ, 24/25 for XX, −24/25 for YY, and −7/25 for ZI and IZ. Therefore

S_even = 1 + 1 + 2·(576/625) = 2402/625,
S_odd = 2·(49/625) = 98/625.

Their sum is 4 = 2^2. Their difference is 2304/625 = 4·(24/25)², as required.

## The theorems read in words

`Config N` is the set of basis labels s, and a state is a function `x : Config N → ℂ`. A string is a function `P : Fin N → Fin 4`; `pauli` supplies the matrices σ_k, `tensor` multiplies their entries over the sites, and `weight` is w(P). The name `spinFlip` denotes ε, not σ_x. `timeReversal x` is Tx, `overlap x` is ⟨x,Tx⟩, and `corr P x` is the real part of ⟨x,Px⟩, which `corr_eq` shows to be the whole value.

`overlap_sq_eq_signed_sum` is the main formula, without normalization. For a nonzero vector of another length, dividing both sides by ⟨x,x⟩² turns them into the physical overlap and expectation values. `even_eq_odd_of_odd` assumes only that N is odd. `parity_sums` assumes `star x ⬝ᵥ x = 1`, which says that x is a unit vector.

Two steps are left to the user. The real system must be described by one pure state vector; a noisy preparation generally needs a density matrix. The qubits must also behave as spins ½ under time reversal. If they encode something else, such as orbital occupations, the formulas still hold for the map T defined here, but T need not be the time reversal of the physical system.

In Lean 4 with Mathlib:

```lean
import Mathlib

open Matrix Finset

namespace PauliTimeReversal

noncomputable section

/-- Basis configurations of `N` qubits. -/
abbrev Config (N : ℕ) := Fin N → Fin 2

/-- The identity and the three Pauli matrices, numbered 0, 1, 2, 3. -/
def pauli : Fin 4 → Matrix (Fin 2) (Fin 2) ℂ :=
  ![1, !![0, 1; 1, 0], !![0, -Complex.I; Complex.I, 0], !![1, 0; 0, -1]]

/-- The single-qubit matrix `i σ_y`. -/
def spinFlip : Matrix (Fin 2) (Fin 2) ℂ := Complex.I • pauli 2

/-- The tensor product of one matrix per qubit. -/
def tensor {N : ℕ} (A : Fin N → Matrix (Fin 2) (Fin 2) ℂ) :
    Matrix (Config N) (Config N) ℂ :=
  fun s t => ∏ i, A i (s i) (t i)

/-- The number of non-identity factors of a Pauli string. -/
def weight {N : ℕ} (P : Fin N → Fin 4) : ℕ := (univ.filter fun i => P i ≠ 0).card

/-- Time reversal: complex conjugation followed by `i σ_y` on every qubit. -/
def timeReversal {N : ℕ} (x : Config N → ℂ) : Config N → ℂ :=
  tensor (fun _ => spinFlip) *ᵥ star x

/-- The overlap `⟨x, T x⟩` of a vector with its time reverse. -/
def overlap {N : ℕ} (x : Config N → ℂ) : ℂ := star x ⬝ᵥ timeReversal x

/-- The correlation of a Pauli string `P`: the real part of `⟨x, P x⟩`. -/
def corr {N : ℕ} (P : Fin N → Fin 4) (x : Config N → ℂ) : ℝ :=
  (star x ⬝ᵥ tensor (fun i => pauli (P i)) *ᵥ x).re

/-- A matrix element `⟨x, A y⟩` written as a double sum over configurations. -/
theorem sandwich {N : ℕ} (A : Matrix (Config N) (Config N) ℂ) (x y : Config N → ℂ) :
    star x ⬝ᵥ A *ᵥ y = ∑ s, ∑ t, star (x s) * A s t * y t := by
  simp only [dotProduct, Matrix.mulVec, Finset.mul_sum, mul_assoc, Pi.star_apply]

/-- The expectation value `⟨x, P x⟩` of a Pauli string is real. -/
theorem corr_eq {N : ℕ} (P : Fin N → Fin 4) (x : Config N → ℂ) :
    (corr P x : ℂ) = star x ⬝ᵥ tensor (fun i => pauli (P i)) *ᵥ x := by
  have hp : ∀ k a b, star (pauli k a b) = pauli k b a := by
    intro k a b
    fin_cases k <;> fin_cases a <;> fin_cases b <;> simp [pauli]
  apply Complex.conj_eq_iff_re.mp
  change star _ = _
  rw [sandwich]
  simp only [star_sum, star_mul', star_star, tensor, star_prod, hp]
  rw [Finset.sum_comm]
  refine sum_congr rfl fun s _ => sum_congr rfl fun t _ => ?_
  ring

/-- On one site, the identity term minus the three Pauli terms is twice a product of two
entries of `i σ_y`. -/
theorem signed_completeness (a b c d : Fin 2) :
    ∑ k, (if k = 0 then (1 : ℂ) else -1) * (pauli k a b * pauli k c d)
      = 2 * (spinFlip a c * spinFlip b d) := by
  fin_cases a <;> fin_cases b <;> fin_cases c <;> fin_cases d <;>
    simp [pauli, spinFlip, Fin.sum_univ_four] <;> norm_num

/-- A sum of squared correlations, weighted by a product of single-site factors, is a fourfold
sum over configurations in which the sum over Pauli strings is done site by site. -/
theorem correlation_sum_expand {N : ℕ} (c : Fin 4 → ℂ) (x : Config N → ℂ) :
    ∑ P : Fin N → Fin 4, (∏ i, c (P i)) * (corr P x : ℂ) ^ 2
      = ∑ s, ∑ t, ∑ u, ∑ v, star (x s) * x t * star (x u) * x v *
          ∏ i, ∑ k, c k * (pauli k (s i) (t i) * pauli k (u i) (v i)) := by
  have h : ∀ P : Fin N → Fin 4, (corr P x : ℂ) = ∑ p : Config N × Config N,
      star (x p.1) * (∏ i, pauli (P i) (p.1 i) (p.2 i)) * x p.2 := by
    intro P
    rw [corr_eq, sandwich, Fintype.sum_prod_type]
    rfl
  have key : ∑ P : Fin N → Fin 4, (∏ i, c (P i)) * (corr P x : ℂ) ^ 2
      = ∑ p : Config N × Config N, ∑ q : Config N × Config N,
        star (x p.1) * x p.2 * star (x q.1) * x q.2 *
          ∏ i, ∑ k, c k * (pauli k (p.1 i) (p.2 i) * pauli k (q.1 i) (q.2 i)) := by
    simp_rw [h, sq, Finset.sum_mul_sum, Finset.mul_sum]
    rw [Finset.sum_comm]
    refine sum_congr rfl fun p _ => ?_
    rw [Finset.sum_comm]
    refine sum_congr rfl fun q _ => ?_
    -- a product of site sums is a sum over strings
    rw [Finset.prod_univ_sum, Fintype.piFinset_univ, Finset.mul_sum]
    refine sum_congr rfl fun P _ => ?_
    simp only [Finset.prod_mul_distrib]
    ring
  rw [key]
  simp only [Fintype.sum_prod_type]

/-- For every `N`-qubit vector, `|⟨x, T x⟩|²` is `2^(-N)` times the sum of the squared Pauli
correlations, each with the sign `(-1)^weight`. -/
theorem overlap_sq_eq_signed_sum {N : ℕ} (x : Config N → ℂ) :
    ‖overlap x‖ ^ 2
      = (2 ^ N)⁻¹ * ∑ P : Fin N → Fin 4, (-1) ^ weight P * corr P x ^ 2 := by
  have ho : overlap x = ∑ s, ∑ u, star (x s) * (∏ i, spinFlip (s i) (u i)) * star (x u) :=
    sandwich _ _ _
  have hr : ∀ a b, star (spinFlip a b) = spinFlip a b := by
    intro a b
    fin_cases a <;> fin_cases b <;> simp [spinFlip, pauli]
  have hs : star (overlap x) = ∑ t, ∑ v, x t * (∏ i, spinFlip (t i) (v i)) * x v := by
    rw [ho]
    simp only [star_sum, star_mul', star_prod, star_star, hr]
  have hw : ∀ P : Fin N → Fin 4,
      ∏ i, (if P i = 0 then (1 : ℂ) else -1) = (-1) ^ weight P := by
    intro P
    simp [weight, Finset.prod_ite]
  have h := correlation_sum_expand (fun k => if k = 0 then (1 : ℂ) else -1) x
  simp only [signed_completeness, hw, Finset.prod_mul_distrib, Finset.prod_const,
    Finset.card_univ, Fintype.card_fin] at h
  -- the fourfold sum splits into the overlap and its conjugate
  have h2 : ∑ P : Fin N → Fin 4, (-1) ^ weight P * (corr P x : ℂ) ^ 2
      = 2 ^ N * (overlap x * star (overlap x)) := by
    rw [h, hs, ho]
    simp only [Finset.sum_mul_sum]
    simp only [Finset.mul_sum]
    refine sum_congr rfl fun s _ => sum_congr rfl fun t _ =>
      sum_congr rfl fun u _ => sum_congr rfl fun v _ => ?_
    ring
  have hn : overlap x * star (overlap x) = ((‖overlap x‖ ^ 2 : ℝ) : ℂ) := by
    rw [← Complex.normSq_eq_norm_sq]
    exact Complex.mul_conj _
  rw [hn] at h2
  have h3 : ∑ P : Fin N → Fin 4, (-1) ^ weight P * corr P x ^ 2
      = 2 ^ N * ‖overlap x‖ ^ 2 := by exact_mod_cast h2
  rw [h3, inv_mul_cancel_left₀ (by positivity)]

/-- The even-weight sum of squared correlations exceeds the odd-weight sum by
`2^N |⟨x, T x⟩|²`. -/
theorem even_sub_odd {N : ℕ} (x : Config N → ℂ) :
    ∑ P : Fin N → Fin 4 with Even (weight P), corr P x ^ 2
      - ∑ P : Fin N → Fin 4 with Odd (weight P), corr P x ^ 2
      = 2 ^ N * ‖overlap x‖ ^ 2 := by
  rw [overlap_sq_eq_signed_sum, mul_inv_cancel_left₀ (by positivity),
    Finset.sum_filter, Finset.sum_filter, ← Finset.sum_sub_distrib]
  refine sum_congr rfl fun P _ => ?_
  rcases Nat.even_or_odd (weight P) with h | h
  · simp [h, h.neg_one_pow, Nat.not_odd_iff_even.mpr h]
  · simp [h, h.neg_one_pow, Nat.not_even_iff_odd.mpr h]

/-- For an odd number of qubits every vector is orthogonal to its time reverse. -/
theorem overlap_eq_zero_of_odd {N : ℕ} (hN : Odd N) (x : Config N → ℂ) :
    overlap x = 0 := by
  have ho : overlap x = ∑ s, ∑ u, star (x s) * (∏ i, spinFlip (s i) (u i)) * star (x u) :=
    sandwich _ _ _
  have ha : ∀ a b, spinFlip a b = (-1) * spinFlip b a := by
    intro a b
    fin_cases a <;> fin_cases b <;> simp [spinFlip, pauli]
  -- exchanging the two configurations costs a factor (-1)^N
  have hp : ∀ s u : Config N,
      ∏ i, spinFlip (s i) (u i) = -∏ i, spinFlip (u i) (s i) := by
    intro s u
    rw [Finset.prod_congr rfl fun i _ => ha (s i) (u i), Finset.prod_mul_distrib,
      Finset.prod_const, Finset.card_univ, Fintype.card_fin, hN.neg_one_pow, neg_one_mul]
  have h : overlap x = -overlap x := by
    conv_lhs => rw [ho, Finset.sum_comm]
    rw [ho]
    simp only [← Finset.sum_neg_distrib]
    refine sum_congr rfl fun s _ => sum_congr rfl fun u _ => ?_
    rw [hp u s]
    ring
  linear_combination h / 2

/-- For an odd number of qubits the even-weight and odd-weight squared correlations have
equal sums. -/
theorem even_eq_odd_of_odd {N : ℕ} (hN : Odd N) (x : Config N → ℂ) :
    ∑ P : Fin N → Fin 4 with Even (weight P), corr P x ^ 2
      = ∑ P : Fin N → Fin 4 with Odd (weight P), corr P x ^ 2 := by
  have h := even_sub_odd x
  rw [overlap_eq_zero_of_odd hN, norm_zero] at h
  linarith

/-- For a unit vector the squared correlations of all Pauli strings add up to `2^N`. -/
theorem sum_corr_sq {N : ℕ} (x : Config N → ℂ) (hx : star x ⬝ᵥ x = 1) :
    ∑ P : Fin N → Fin 4, corr P x ^ 2 = 2 ^ N := by
  have hc : ∀ a b c d : Fin 2, ∑ k, pauli k a b * pauli k c d
      = 2 * ((1 : Matrix (Fin 2) (Fin 2) ℂ) a d * (1 : Matrix (Fin 2) (Fin 2) ℂ) b c) := by
    intro a b c d
    fin_cases a <;> fin_cases b <;> fin_cases c <;> fin_cases d <;>
      simp [pauli, Fin.sum_univ_four] <;> norm_num
  have hd : ∀ s t : Config N, ∏ i, (1 : Matrix (Fin 2) (Fin 2) ℂ) (s i) (t i)
      = if s = t then 1 else 0 := by
    intro s t
    by_cases h : s = t
    · subst h
      simp
    · obtain ⟨i, hi⟩ := Function.ne_iff.mp h
      rw [if_neg h]
      exact Finset.prod_eq_zero (mem_univ i) (Matrix.one_apply_ne hi)
  have e1 : ∑ s, ∑ v, star (x s) * (if s = v then 1 else 0) * x v = 1 := by
    refine Eq.trans ?_ hx
    simp [dotProduct]
  have e2 : ∑ t, ∑ u, x t * (if t = u then 1 else 0) * star (x u) = 1 := by
    refine Eq.trans ?_ hx
    simp [dotProduct, mul_comm]
  have h := correlation_sum_expand (fun _ => (1 : ℂ)) x
  simp only [one_mul, Finset.prod_const_one, hc, Finset.prod_mul_distrib, hd,
    Finset.prod_const, Finset.card_univ, Fintype.card_fin] at h
  have h2 : ∑ P : Fin N → Fin 4, (corr P x : ℂ) ^ 2
      = 2 ^ N * ((∑ s, ∑ v, star (x s) * (if s = v then 1 else 0) * x v) *
          ∑ t, ∑ u, x t * (if t = u then 1 else 0) * star (x u)) := by
    rw [h]
    simp only [Finset.sum_mul_sum]
    simp only [Finset.mul_sum]
    refine sum_congr rfl fun s _ => sum_congr rfl fun t _ => ?_
    rw [Finset.sum_comm]
    refine sum_congr rfl fun v _ => sum_congr rfl fun u _ => ?_
    ring
  rw [e1, e2, mul_one, mul_one] at h2
  exact_mod_cast h2

/-- For a unit vector the even-weight and odd-weight sums of squared correlations are
`2^N (1 + |⟨x, T x⟩|²) / 2` and `2^N (1 - |⟨x, T x⟩|²) / 2`. -/
theorem parity_sums {N : ℕ} (x : Config N → ℂ) (hx : star x ⬝ᵥ x = 1) :
    ∑ P : Fin N → Fin 4 with Even (weight P), corr P x ^ 2
        = 2 ^ N * (1 + ‖overlap x‖ ^ 2) / 2 ∧
      ∑ P : Fin N → Fin 4 with Odd (weight P), corr P x ^ 2
        = 2 ^ N * (1 - ‖overlap x‖ ^ 2) / 2 := by
  have h1 := even_sub_odd x
  have h2 := Finset.sum_filter_add_sum_filter_not (univ : Finset (Fin N → Fin 4))
    (fun P => Even (weight P)) (fun P => corr P x ^ 2)
  simp only [Nat.not_even_iff_odd] at h2
  rw [sum_corr_sq x hx] at h2
  constructor <;> linarith

end

end PauliTimeReversal
```

```lean
#print axioms PauliTimeReversal.overlap_sq_eq_signed_sum
-- 'PauliTimeReversal.overlap_sq_eq_signed_sum' depends on axioms: [propext, Classical.choice, Quot.sound]
#print axioms PauliTimeReversal.even_eq_odd_of_odd
-- 'PauliTimeReversal.even_eq_odd_of_odd' depends on axioms: [propext, Classical.choice, Quot.sound]
#print axioms PauliTimeReversal.parity_sums
-- 'PauliTimeReversal.parity_sums' depends on axioms: [propext, Classical.choice, Quot.sound]
```

## From site sums to the parity formulas

`sandwich` writes a matrix element as a double sum over configurations. `corr_eq` uses it to show that ⟨x,Px⟩ equals its conjugate: the entries of each Pauli matrix are checked for Hermiticity, and the two summation variables are exchanged.

`signed_completeness` is the single-site identity. Where the derivation used traces and antisymmetry, `fin_cases` runs through all sixteen choices of a, b, c, d.

`correlation_sum_expand` is the factorization, with an arbitrary factor `c k` in place of η_k. It treats (s,t) and (u,v) as pairs `p` and `q`, expands the square and exchanges the order of summation. `Finset.prod_univ_sum` then identifies the product of site sums with a sum over strings.

In `overlap_sq_eq_signed_sum`, `hw` turns the product of signs into (−1)^w(P), `hs` writes the conjugate overlap using the reality of ε, and `h2` splits the fourfold sum. The remaining lines pass from complex to real numbers and divide by 2^N. `even_sub_odd` sorts the terms by the parity of their weight.

For odd N, `overlap_eq_zero_of_odd` obtains the sign from the exchange in `hp` and concludes from `h`, which says that the overlap equals its negative. `even_eq_odd_of_odd` puts this zero into the difference formula.

`sum_corr_sq` uses the general expansion again, now with every factor equal to 1. Its `hc` is the unsigned completeness relation, and `hd` turns a product of site deltas into equality of configurations. The two resulting sums, `e1` and `e2`, are both ⟨x,x⟩ = 1. Finally, `parity_sums` solves the sum and difference relations with `linarith`.
